# The dual energy of a functional of degree p > 1 is homogeneous of degree p/(p−1)

Let $F$ be a real function on $\mathbb R^n$ with $F(a r)=a^pF(r)$ for all $a>0$ and all $r$, where $p>1$. Define the energy in the potential $v$ by

$$E(v)=\inf_{r\in\mathbb R^n}\bigl[F(r)+v\cdot r\bigr],\qquad v\cdot r=\sum_i v_i r_i ,$$

with the value $-\infty$ allowed. Then for every $s>0$

$$E(s v)=s^{p/(p-1)}\,E(v).$$

The vector $r$ plays the part of a density on finitely many sites, and $F$ that of a density functional. Homogeneity says that the functional is a single power law in the overall amplitude of the density. The Thomas–Fermi kinetic energy in three dimensions, put on a grid, is of this kind, with $p=5/3$ and hence exponent $5/2$ for the energy, provided that it is extended to densities of either sign as $\sum_i|r_i|^{5/3}$ (up to a positive constant) and that no interaction of another degree is added. The particle number is left free here, so a chemical potential has to be counted as part of $v$ and is scaled with it. The extension also matters: at a site with $v_i>0$ the minimising $r_i$ is negative, so $E(v)$ agrees with the minimum over nonnegative densities only when $v_i\le0$ at every site.

## Matching the dilation of the density to the potential

When $v$ is replaced by $s v$ and $r$ by $a r$, the two parts of the trial energy acquire the factors $a^p$ and $s a$. They agree if $a^{p-1}=s$, so we take

$$a=s^{1/(p-1)},\qquad a^p=s^{p/(p-1)},\qquad s a=s^{1+1/(p-1)}=s^{p/(p-1)} .$$

The trial energy then scales as a whole:

$$F(a r)+(s v)\cdot(a r)=a^pF(r)+s a\,(v\cdot r)=s^{p/(p-1)}\bigl[F(r)+v\cdot r\bigr].$$

Every density $q$ has the form $a r$ for exactly one $r$, namely $r=a^{-1}q$. The infimum over $q$ is therefore an infimum over $r$:

$$E(s v)=\inf_r\, s^{p/(p-1)}\bigl[F(r)+v\cdot r\bigr]=s^{p/(p-1)}E(v).$$

The last equality takes a factor $c>0$ out of an infimum that may be $-\infty$. For a family of real numbers $x_i$, we have $c\inf_j x_j\le c x_i$ for each $i$, hence $c\inf_i x_i\le\inf_i c x_i$. The same inequality for the factor $c^{-1}$ and the family $c x_i$ gives $c^{-1}\inf_i c x_i\le\inf_i x_i$, and multiplication by $c$ gives the reverse bound.

Only $p\neq1$ was used, and the formal theorem is stated for that range. The extension below $p=1$ has little content: along $r=-t v$ with $v\ne0$, the trial energy is $t^pF(-v)-t\,|v|^2$, which tends to $-\infty$ as $t\to\infty$ when $p<1$.

## Minimisers and stationarity under dilation

Suppose that $r$ minimises the trial energy for $v$. For any $q$,

$$F(q)+(s v)\cdot q=s^{p/(p-1)}\bigl[F(a^{-1}q)+v\cdot(a^{-1}q)\bigr]\ge s^{p/(p-1)}\bigl[F(r)+v\cdot r\bigr],$$

and the right-hand side is the trial energy of $a r$ in $s v$. So $a r$ is a minimiser for $s v$.

Now let $a$ be a free positive number and follow the energy along the dilations of a minimiser $r$:

$$g(a)=F(a r)+v\cdot(a r)=a^pF(r)+a\,(v\cdot r).$$

This function has a minimum at $a=1$, so $g'(1)=0$, which reads

$$pF(r)+v\cdot r=0,\qquad E(v)=F(r)+v\cdot r=(1-p)F(r).$$

Differentiability of $F$ on $\mathbb R^n$ is not needed, because homogeneity fixes the dependence on $a$. This is a virial relation for the amplitude of the density. The virial theorem of quantum mechanics comes instead from stretching the coordinates at fixed norm of the wave function, so that the particle number does not change.

## The limit of degree one

At $p=1$ the exponent $p/(p-1)$ has no meaning, and both parts of the trial energy scale with the same factor $a$. If every trial energy is nonnegative, then $E(v)=0$, attained at $r=0$, since $F(0)=2F(0)$ forces $F(0)=0$. If some trial energy is negative, dilating its density drives the energy to $-\infty$.

A single site shows how this limit is reached. For $F(r)=|r|^p/p$ with $p>1$, the minimiser has $|r|=|v|^{1/(p-1)}$ and sign opposite to $v$, so that

$$E(v)=-\frac{p-1}{p}\,|v|^{p/(p-1)} .$$

As $p\to1$ from above, this tends to $0$ for $|v|\le1$ and to $-\infty$ for $|v|>1$, which is the energy obtained directly from $F(r)=|r|$.

## Densities, potentials and energies in Lean

Sites are the elements of a finite type `n`. Densities and potentials are both functions `n → ℝ`, and their pairing is the real dot product `v ⬝ᵥ r`.

```lean
import Mathlib

open Matrix

namespace DualEnergyScaling

noncomputable section

variable {n : Type*} [Fintype n]
```

The homogeneity hypothesis concerns strictly positive dilations only, so it does not relate $F(-r)$ to $F(r)$. The exponent `p` is real, and `a ^ p` is the real power.

```lean
/-- The density functional `F` is homogeneous of degree `p` under positive dilations. -/
def Homogeneous (p : ℝ) (F : (n → ℝ) → ℝ) : Prop :=
  ∀ a : ℝ, 0 < a → ∀ r, F (a • r) = a ^ p * F r
```

The energy takes values in `EReal`, the real line with $\pm\infty$ added. Each trial energy is computed as a real number and then regarded as an extended real, and the infimum is taken afterwards. A potential for which the energy is unbounded below thus has the value `⊥`, which is $-\infty$. The sign convention is that of an energy, $F(r)+v\cdot r$ minimised, and not that of the convex conjugate, $v\cdot r-F(r)$ maximised.

```lean
/-- The energy in the potential `v`: the infimum of `F r + ⟨v, r⟩` over all densities `r`,
taken in the extended reals. -/
def dualEnergy (F : (n → ℝ) → ℝ) (v : n → ℝ) : EReal :=
  ⨅ r : n → ℝ, ((F r + v ⬝ᵥ r : ℝ) : EReal)
```

The infimum runs over all of $\mathbb R^n$. Neither positivity of the density nor a fixed particle number is imposed, and a fixed nonzero particle number would conflict with the dilation $r\mapsto a r$. Convexity and continuity of $F$ are not assumed either. The setting is finite-dimensional, and a functional that adds terms of different degrees does not satisfy the hypothesis.

A minimising density is described by comparison with every other density. The existence of one is a hypothesis wherever it is used.

```lean
/-- The density `r` minimises the total energy in the potential `v`. -/
def IsGroundDensity (F : (n → ℝ) → ℝ) (v r : n → ℝ) : Prop :=
  ∀ q, F r + v ⬝ᵥ r ≤ F q + v ⬝ᵥ q
```

## Taking a positive factor through the infimum

The first lemma is the bound $c\inf_i x_i\le\inf_i c x_i$. To bound an infimum from below it suffices to bound each member, which is the role of `le_iInf`. The bound for one member is `iInf_le` multiplied by the nonnegative factor $c$.

```lean
/-- A positive factor times the infimum of a family of energies is at most the infimum of
the rescaled energies. -/
lemma mul_iInf_le {ι : Type*} {c : ℝ} (hc : 0 < c) (x : ι → ℝ) :
    (c : EReal) * (⨅ i, (x i : EReal)) ≤ ⨅ i, ((c * x i : ℝ) : EReal) := by
  refine le_iInf fun i => ?_
  rw [EReal.coe_mul]
  exact mul_le_mul_of_nonneg_left (iInf_le _ i) (EReal.coe_nonneg.mpr hc.le)
```

The equality follows by using this bound a second time with $c^{-1}$, as in the derivation by hand. The `calc` block writes the infimum as $c\,(c^{-1}\inf_i c x_i)$ and then applies the second bound inside the bracket. The cancellation of $c$ with $c^{-1}$ is done for real numbers and carried over to `EReal`, so an infimum equal to $-\infty$ needs no separate treatment.

```lean
/-- Rescaling a family of energies by a positive factor rescales its infimum. -/
lemma iInf_mul_eq {ι : Type*} {c : ℝ} (hc : 0 < c) (x : ι → ℝ) :
    (⨅ i, ((c * x i : ℝ) : EReal)) = (c : EReal) * (⨅ i, (x i : EReal)) := by
  refine le_antisymm ?_ (mul_iInf_le hc x)
  -- apply the inequality to the inverse factor
  have h := mul_iInf_le (inv_pos.mpr hc) (fun i => c * x i)
  have e : ∀ i, c⁻¹ * (c * x i) = x i := fun i => inv_mul_cancel_left₀ hc.ne' _
  simp only [e] at h
  calc (⨅ i, ((c * x i : ℝ) : EReal))
      = (c : EReal) * (((c⁻¹ : ℝ) : EReal) * (⨅ i, ((c * x i : ℝ) : EReal))) := by
        rw [← mul_assoc, ← EReal.coe_mul, mul_inv_cancel₀ hc.ne', EReal.coe_one, one_mul]
    _ ≤ _ := mul_le_mul_of_nonneg_left h (EReal.coe_nonneg.mpr hc.le)
```

## The scaling law

The next theorem is the identity for a single trial density. The facts `h1` and `h2` are the two exponent computations $a^p=s^{p/(p-1)}$ and $s a=s^{p/(p-1)}$, with $a$ written out as `s ^ (1 / (p - 1))`. The hypothesis $p\ne1$ enters in `h2`, through $p/(p-1)=1+1/(p-1)$. Homogeneity then rewrites the first term, and the last line multiplies `h2` by $v\cdot r$ to match the second.

```lean
/-- Scaling the potential by `s` and the density by `s ^ (1/(p-1))` multiplies the total
energy by `s ^ (p/(p-1))`. -/
theorem trial_energy_scaling {p : ℝ} (hp : p ≠ 1) {F : (n → ℝ) → ℝ} (hF : Homogeneous p F)
    {s : ℝ} (hs : 0 < s) (v r : n → ℝ) :
    F (s ^ (1 / (p - 1)) • r) + (s • v) ⬝ᵥ (s ^ (1 / (p - 1)) • r)
      = s ^ (p / (p - 1)) * (F r + v ⬝ᵥ r) := by
  have hp' : p - 1 ≠ 0 := sub_ne_zero.mpr hp
  have h1 : (s ^ (1 / (p - 1))) ^ p = s ^ (p / (p - 1)) := by
    rw [← Real.rpow_mul hs.le]
    congr 1
    ring
  have h2 : s * s ^ (1 / (p - 1)) = s ^ (p / (p - 1)) := by
    have e : p / (p - 1) = 1 + 1 / (p - 1) := by
      rw [div_eq_iff hp', add_mul, div_mul_cancel₀ _ hp']
      ring
    rw [e, Real.rpow_add hs, Real.rpow_one]
  rw [hF _ (Real.rpow_pos_of_pos hs _) r, h1]
  simp only [smul_dotProduct, dotProduct_smul, smul_eq_mul]
  linear_combination (v ⬝ᵥ r) * h2
```

In the main theorem, the factor on the right is first moved inside the infimum by `iInf_mul_eq`. What remains is an equality of two infima, proved as two inequalities. For the first, each $r$ on the right is matched with the trial density $a r$ on the left. For the second, each $q$ on the left is matched with $a^{-1}q$ on the right, and `smul_inv_smul₀` simplifies $a(a^{-1}q)$ to $q$. The second inequality thus uses that $r\mapsto a r$ reaches every density; that it does so only once is not needed for the infimum.

```lean
/-- Scaling of the dual energy: if `F` is homogeneous of degree `p ≠ 1`, then
`E (s v) = s ^ (p/(p-1)) E v` for every `s > 0`, also where the energy is `-∞`. -/
theorem dualEnergy_scaling {p : ℝ} (hp : p ≠ 1) {F : (n → ℝ) → ℝ} (hF : Homogeneous p F)
    {s : ℝ} (hs : 0 < s) (v : n → ℝ) :
    dualEnergy F (s • v) = ((s ^ (p / (p - 1)) : ℝ) : EReal) * dualEnergy F v := by
  have ha : 0 < s ^ (1 / (p - 1)) := Real.rpow_pos_of_pos hs _
  unfold dualEnergy
  rw [← iInf_mul_eq (Real.rpow_pos_of_pos hs _)]
  apply le_antisymm
  · -- dilate each trial density
    refine le_iInf fun r => ?_
    rw [← trial_energy_scaling hp hF hs v r]
    exact iInf_le (fun q => ((F q + (s • v) ⬝ᵥ q : ℝ) : EReal)) _
  · -- undo the dilation
    refine le_iInf fun q => ?_
    have h := trial_energy_scaling hp hF hs v ((s ^ (1 / (p - 1)))⁻¹ • q)
    rw [smul_inv_smul₀ ha.ne'] at h
    rw [h]
    exact iInf_le (fun r => ((s ^ (p / (p - 1)) * (F r + v ⬝ᵥ r) : ℝ) : EReal)) _
```

The statement for $p>1$ is the special case in which `hp` follows from that inequality. The equation holds in `EReal`, so it also says that $E(s v)=-\infty$ exactly when $E(v)=-\infty$.

## Scaled minimisers and the virial relation

The scaling of minimisers uses the trial-energy identity twice, once for the competitor $q=a(a^{-1}q)$ and once for the scaled density $a r$. The remaining inequality is minimality of $r$ against $a^{-1}q$, multiplied by the positive factor $s^{p/(p-1)}$.

```lean
/-- If `r` is a minimising density for `v`, then `s ^ (1/(p-1)) r` is one for `s v`. -/
theorem groundDensity_scaling {p : ℝ} (hp : p ≠ 1) {F : (n → ℝ) → ℝ} (hF : Homogeneous p F)
    {s : ℝ} (hs : 0 < s) {v r : n → ℝ} (hr : IsGroundDensity F v r) :
    IsGroundDensity F (s • v) (s ^ (1 / (p - 1)) • r) := by
  intro q
  have ha : 0 < s ^ (1 / (p - 1)) := Real.rpow_pos_of_pos hs _
  have h := trial_energy_scaling hp hF hs v ((s ^ (1 / (p - 1)))⁻¹ • q)
  rw [smul_inv_smul₀ ha.ne'] at h
  rw [h, trial_energy_scaling hp hF hs v r]
  exact mul_le_mul_of_nonneg_left (hr _) (Real.rpow_pos_of_pos hs _).le
```

The theorem `virial_relation` makes no assumption on $p$. In its proof, `hd` computes the derivative of $a^pF(r)+a\,(v\cdot r)$ at $a=1$, and `hmin` shows that this function has a local minimum there. A neighbourhood of $1$ consisting of positive $a$ is enough, and it is where homogeneity may be applied. The vanishing of the derivative at a local minimum, `hasDerivAt_eq_zero`, gives the first claim.

For the second claim, the relation just found turns $(1-p)F(r)$ into $F(r)+v\cdot r$. This equals the infimum because $r$ is one of the trial densities and no other lies lower.

```lean
/-- Virial relation: at a minimising density `r` one has `p F r + ⟨v, r⟩ = 0`, and the energy
is `(1 - p) F r`. -/
theorem virial_relation {p : ℝ} {F : (n → ℝ) → ℝ} (hF : Homogeneous p F)
    {v r : n → ℝ} (hr : IsGroundDensity F v r) :
    p * F r + v ⬝ᵥ r = 0 ∧ dualEnergy F v = (((1 - p) * F r : ℝ) : EReal) := by
  -- differentiate the energy along the dilations of `r` at dilation factor one
  have hd : HasDerivAt (fun a : ℝ => a ^ p * F r + a * (v ⬝ᵥ r)) (p * F r + v ⬝ᵥ r) 1 := by
    have h1 := (Real.hasDerivAt_rpow_const (x := 1) (p := p)
      (Or.inl one_ne_zero)).mul_const (F r)
    have h2 := (hasDerivAt_id' (1 : ℝ)).mul_const (v ⬝ᵥ r)
    exact (h1.fun_add h2).congr_deriv (by simp)
  have hmin : IsLocalMin (fun a : ℝ => a ^ p * F r + a * (v ⬝ᵥ r)) 1 := by
    change ∀ᶠ a in nhds (1 : ℝ),
      (1 : ℝ) ^ p * F r + 1 * (v ⬝ᵥ r) ≤ a ^ p * F r + a * (v ⬝ᵥ r)
    filter_upwards [Ioi_mem_nhds (zero_lt_one : (0 : ℝ) < 1)] with a ha
    have h := hr (a • r)
    rw [hF a ha r, dotProduct_smul, smul_eq_mul] at h
    simp only [Real.one_rpow, one_mul]
    exact h
  have hv : p * F r + v ⬝ᵥ r = 0 := hmin.hasDerivAt_eq_zero hd
  refine ⟨hv, ?_⟩
  have e : (1 - p) * F r = F r + v ⬝ᵥ r := by linear_combination -hv
  rw [e]
  exact le_antisymm (iInf_le (fun q => ((F q + v ⬝ᵥ q : ℝ) : EReal)) r)
    (le_iInf fun q => EReal.coe_le_coe_iff.mpr (hr q))
```

## Energies of degree one

The proof separates the two cases described above. In the nonnegative case, homogeneity with $a=2$ at the zero density gives $F(0)=0$, and the zero density then attains the bound.

In the other case some $r$ has trial energy $-w$ with $w>0$. To show that the infimum is `⊥`, it is enough to go below an arbitrary real number $y$. The dilation factor $a=(|y|+1)/w$ does this, since the energy of $a r$ is $-(|y|+1)<y$.

```lean
/-- For a functional homogeneous of degree one, the energy in any potential is either
`0` or `-∞`. -/
theorem dualEnergy_degree_one {F : (n → ℝ) → ℝ} (hF : Homogeneous 1 F) (v : n → ℝ) :
    dualEnergy F v = 0 ∨ dualEnergy F v = ⊥ := by
  by_cases h : ∀ r, 0 ≤ F r + v ⬝ᵥ r
  · left
    have h0 : F 0 = 0 := by
      have h2 := hF 2 two_pos 0
      rw [smul_zero, Real.rpow_one] at h2
      linarith
    apply le_antisymm
    · have h3 := iInf_le (fun q => ((F q + v ⬝ᵥ q : ℝ) : EReal)) 0
      simpa [dualEnergy, h0] using h3
    · exact le_iInf fun r => EReal.coe_nonneg.mpr (h r)
  · right
    push Not at h
    obtain ⟨r, hr⟩ := h
    rw [EReal.eq_bot_iff_forall_lt]
    intro y
    -- dilating a density of negative energy lowers the energy below any bound
    have hw : 0 < -(F r + v ⬝ᵥ r) := by linarith
    have ha : 0 < (|y| + 1) / -(F r + v ⬝ᵥ r) := by positivity
    have hm := div_mul_cancel₀ (|y| + 1) hw.ne'
    refine lt_of_le_of_lt (iInf_le (fun q => ((F q + v ⬝ᵥ q : ℝ) : EReal))
      (((|y| + 1) / -(F r + v ⬝ᵥ r)) • r)) (EReal.coe_lt_coe_iff.mpr ?_)
    rw [hF _ ha r, Real.rpow_one, dotProduct_smul, smul_eq_mul]
    linarith [neg_abs_le y]
```

## The quadratic functional

The functional $F(r)=r\cdot r$ satisfies the hypotheses with $p=2$ and has a minimiser in every potential. By hand,

$$r\cdot r+v\cdot r=\Bigl|r+\tfrac12v\Bigr|^2-\tfrac14|v|^2,$$

so the minimiser is $-v/2$. The virial relation gives $E(v)=(1-2)\,F(-v/2)=-|v|^2/4$, which is of degree $2=p/(p-1)$ in $v$.

The formal proof starts from the nonnegativity of the completed square, a sum of squares over the sites. It then expands the dot products, and symmetry of the dot product reconciles $q\cdot v$ with $v\cdot q$.

```lean
/-- The quadratic functional `F r = ⟨r, r⟩` is homogeneous of degree two, and `-v/2` is a
minimising density in every potential `v`. -/
theorem quadratic_witness :
    Homogeneous 2 (fun r : n → ℝ => r ⬝ᵥ r) ∧
      ∀ v : n → ℝ, IsGroundDensity (fun r => r ⬝ᵥ r) v ((-(1 / 2) : ℝ) • v) := by
  constructor
  · intro a _ r
    simp only [smul_dotProduct, dotProduct_smul, smul_eq_mul, Real.rpow_two]
    ring
  · intro v q
    -- complete the square
    have h : 0 ≤ (q + (1 / 2 : ℝ) • v) ⬝ᵥ (q + (1 / 2 : ℝ) • v) :=
      Finset.sum_nonneg fun i _ => mul_self_nonneg _
    have hc := dotProduct_comm q v
    simp only [add_dotProduct, dotProduct_add, smul_dotProduct, dotProduct_smul,
      smul_eq_mul] at h ⊢
    linarith

end

end DualEnergyScaling
```

```lean
#print axioms DualEnergyScaling.dualEnergy_scaling
#print axioms DualEnergyScaling.groundDensity_scaling
#print axioms DualEnergyScaling.virial_relation
#print axioms DualEnergyScaling.dualEnergy_degree_one
```

```
'DualEnergyScaling.dualEnergy_scaling' depends on axioms: [propext, Classical.choice, Quot.sound]
'DualEnergyScaling.groundDensity_scaling' depends on axioms: [propext, Classical.choice, Quot.sound]
'DualEnergyScaling.virial_relation' depends on axioms: [propext, Classical.choice, Quot.sound]
'DualEnergyScaling.dualEnergy_degree_one' depends on axioms: [propext, Classical.choice, Quot.sound]
```
